# At positive fugacity, the grand partition function of a hard-core lattice gas on a path of n sites lies between the n-th and (n+1)-th powers of (1 + √(1 + 4z))/2

In a hard-core lattice gas on a finite path, each site holds at most one particle and no two neighbouring sites are both occupied. Its grand partition function Ξₙ sums z to the number of particles over all allowed configurations of n sites, where z is the fugacity. The theorem `Xi_bounds` states that, for z > 0 and every n, xⁿ ≤ Ξₙ ≤ xⁿ⁺¹, where x = (1 + √(1 + 4z))/2. The attempt proves both bounds by two-step induction, using the recurrence Ξₙ₊₂ = Ξₙ₊₁ + z Ξₙ and the matching equation x² = x + z, with the paths of zero and one site as base cases.

An attempt in Lean 4 with a fault in it:

```lean
import Mathlib

open Finset Filter Topology

namespace HardCoreLatticeGas

noncomputable section

/-- A set of occupied sites is hard-core if no two adjacent sites are both occupied. -/
def HardCore (s : Finset ℕ) : Prop := ∀ i ∈ s, i + 1 ∉ s

instance : DecidablePred HardCore := fun s => by
  unfold HardCore
  infer_instance

/-- The grand partition function of the path with sites `0, …, n - 1`: each hard-core
configuration has weight `z` to the number of particles. -/
def Xi (z : ℝ) (n : ℕ) : ℝ :=
  ∑ s ∈ (range n).powerset.filter HardCore, z ^ s.card

/-- The growth factor `(1 + √(1 + 4z)) / 2`. -/
def growth (z : ℝ) : ℝ := (1 + √(1 + 4 * z)) / 2

/-- The path without sites has partition function one. -/
theorem Xi_zero (z : ℝ) : Xi z 0 = 1 := by
  simp [Xi, Finset.sum_filter, HardCore]

/-- A single site is either empty or occupied, with total weight `1 + z`. -/
theorem Xi_one (z : ℝ) : Xi z 1 = 1 + z := by
  unfold Xi
  rw [Finset.sum_filter, show range 1 = insert 0 (∅ : Finset ℕ) from rfl,
    Finset.sum_powerset_insert (Finset.notMem_empty 0)]
  simp [HardCore]

/-- Adding a site to the path: `Xi_(n+2) = Xi_(n+1) + z Xi_n`. -/
theorem Xi_rec (z : ℝ) (n : ℕ) : Xi z (n + 2) = Xi z (n + 1) + z * Xi z n := by
  -- last site occupied, its neighbour empty: the other n sites are free
  have h1 : ∀ t ∈ (range n).powerset,
      (if HardCore (insert (n + 1) t) then z ^ (insert (n + 1) t).card else 0)
        = z * (if HardCore t then z ^ t.card else 0) := by
    intro t ht
    have hlt : ∀ i ∈ t, i < n := fun i hi =>
      Finset.mem_range.mp (Finset.mem_powerset.mp ht hi)
    have hn : n + 1 ∉ t := fun h => by
      have := hlt _ h
      omega
    have hiff : HardCore (insert (n + 1) t) ↔ HardCore t := by
      constructor
      · intro h i hi hi'
        exact h i (Finset.mem_insert_of_mem hi) (Finset.mem_insert_of_mem hi')
      · intro h i hi hi'
        rcases Finset.mem_insert.mp hi with e | hi
        · rcases Finset.mem_insert.mp hi' with e' | e'
          · omega
          · have := hlt _ e'
            omega
        · rcases Finset.mem_insert.mp hi' with e' | e'
          · have := hlt _ hi
            omega
          · exact h i hi e'
    rw [Finset.card_insert_of_notMem hn]
    by_cases h : HardCore t
    · rw [if_pos (hiff.mpr h), if_pos h]
      ring
    · rw [if_neg (mt hiff.mp h), if_neg h, mul_zero]
  -- the last two sites cannot both be occupied
  have h2 : ∀ t : Finset ℕ, ¬ HardCore (insert (n + 1) (insert n t)) :=
    fun t h => h n (by simp) (by simp)
  have e := Finset.sum_congr rfl h1
  unfold Xi
  simp only [Finset.sum_filter]
  rw [show range (n + 2) = insert (n + 1) (range (n + 1)) from Finset.range_add_one,
    Finset.sum_powerset_insert (show n + 1 ∉ range (n + 1) by simp)]
  congr 1
  rw [Finset.range_add_one, Finset.sum_powerset_insert (show n ∉ range n by simp),
    e, Finset.mul_sum, add_eq_left]
  exact Finset.sum_eq_zero fun t _ => if_neg (h2 t)

/-- For positive fugacity the growth factor exceeds one and solves `x² = x + z`. -/
theorem growth_spec {z : ℝ} (hz : 0 < z) :
    1 < growth z ∧ growth z ^ 2 = growth z + z := by
  have hsq : √(1 + 4 * z) ^ 2 = 1 + 4 * z := Real.sq_sqrt (by linarith)
  have h0 := Real.sqrt_nonneg (1 + 4 * z)
  unfold growth
  constructor
  · nlinarith
  · linear_combination hsq / 4

/-- For positive fugacity, the partition function of `n` sites lies between the `n`-th and the
`(n+1)`-th power of the growth factor. -/
theorem Xi_bounds {z : ℝ} (hz : 0 < z) (n : ℕ) :
    growth z ^ n ≤ Xi z n ∧ Xi z n ≤ growth z ^ (n + 1) := by
  obtain ⟨h1, hsq⟩ := growth_spec hz
  induction n using Nat.twoStepInduction with
  | zero =>
    rw [Xi_zero]
    constructor
    · simp
    · simpa using h1.le
  | one =>
    rw [Xi_one]
    constructor
    · nlinarith [sq_nonneg (growth z - 1)]
    · nlinarith
  | more n ih1 ih2 =>
    rw [Xi_rec]
    have e1 : growth z ^ (n + 2) = growth z ^ (n + 1) + z * growth z ^ n := by
      linear_combination growth z ^ n * hsq
    have e2 : growth z ^ (n + 2 + 1) = growth z ^ (n + 1 + 1) + z * growth z ^ (n + 1) := by
      linear_combination growth z ^ (n + 1) * hsq
    have l1 := mul_le_mul_of_nonneg_left ih1.1 hz.le
    have l2 := mul_le_mul_of_nonneg_left ih1.2 hz.le
    rw [e1, e2]
    exact ⟨add_le_add ih2.1 l1, add_le_add ih2.2 l2⟩

end

end HardCoreLatticeGas
```

The error:

```
Main.lean:104:6: error: linarith failed to find a contradiction
case one.right
z : ℝ
hz : 0 < z
h1 : 1 < growth z
hsq : growth z ^ 2 = growth z + z
a✝ : growth z ^ (1 + 1) < 1 + z
⊢ False
failed
```

Diagnosis. The error is in the upper bound for one site, where the goal is `1 + z ≤ growth z ^ (1 + 1)`. The mathematics is sound: `hsq` gives `growth z ^ 2 = growth z + z`, and `h1` says that `growth z` exceeds 1. But the induction left the exponent as `1 + 1`, as the negated goal in the message shows. The arithmetic behind `nlinarith` expands a power only when its exponent is a numeral, so it took `growth z ^ (1 + 1)` as an unknown unrelated to the square in `hsq`, and found no contradiction.

The repair states the equation with the exponent `1 + 1` as `e` and proves it by `hsq`, which Lean accepts because `1 + 1` and `2` are equal by computation. Then `rw [e]` turns the goal into `1 + z ≤ growth z + z`. This is linear and follows from `h1`, so `linarith` suffices.

Fix (accepted with no message):

```diff
@@ -102,5 +102,7 @@
     constructor
     · nlinarith [sq_nonneg (growth z - 1)]
-    · nlinarith
+    · have e : growth z ^ (1 + 1) = growth z + z := hsq
+      rw [e]
+      linarith
   | more n ih1 ih2 =>
     rw [Xi_rec]
```
